# The exact local efficiency loss of a thermoelectric away from its compatibility factor

A code that ranks thermoelectric materials by figure of merit alone can pair two good materials that perform badly in series. To reach its best efficiency, each needs its own ratio of electric current to conducted heat. Segments of one leg share the current and pass their heat on to each other, so these ratios cannot be set independently. The loss at a given ratio has a closed form.

## The loss as a perfect square

Let $a$, $p$, $k$ and $T$ be the Seebeck coefficient, resistivity, thermal conductivity and absolute temperature, all positive. For current density $J$ and temperature drop $g$ per length, the reduced current is $u=J/(kg)$ when $g\neq0$. The loss is measured in the reduced efficiency $\eta$, the local efficiency divided by the Carnot efficiency. Put

$$M=\sqrt{1+\frac{a^2T}{pk}},\qquad y=uaT,\qquad \eta(u)=\frac{ua-u^2pk}{ua+1/T}.$$

Whenever $y+1\neq0$,

$$\frac{M-1}{M+1}-\eta(u)=\frac{(y-M+1)^2}{(M^2-1)(y+1)}.$$

For $y+1>0$ the loss is non-negative and vanishes only at the compatibility factor $s=(M-1)/(aT)$.

## Use in a leg simulation

A one-dimensional leg model can evaluate $\eta(u)$ at each grid point and use the loss to show where a material is badly matched, within a local model with prescribed material properties. With $u=rs$ and $r(M-1)+1\neq0$,

$$\eta(rs)=\frac{M-1}{M+1}\left(1-\frac{(r-1)^2}{r(M-1)+1}\right).$$

For $M=1.4$, doubling the optimal reduced current leaves $4/9$ of the ideal value. At small figure of merit, computing $M-1$ as $a^2T/(pk(M+1))$ avoids cancellation.

## From the power balance to the square

With $J=ukg$, the electrical power density is
$$J(ag-pJ)=kg^2(ua-u^2pk).$$
The Carnot factor per length times the Peltier and conducted heat is
$$\frac gT(aTJ+kg)=kg^2(ua+1/T).$$
The first is therefore $\eta(u)$ times the second.

The definition of $M$ gives $(M^2-1)pk=a^2T$, so $u^2pkT=y^2/(M^2-1)$. Multiplying numerator and denominator of $\eta$ by $T$ gives

$$\eta=\frac{(M^2-1)y-y^2}{(M^2-1)(y+1)}.$$

Since $(M-1)/(M+1)=(M-1)^2/(M^2-1)$, the numerator of the difference is

$$(M-1)^2(y+1)-(M^2-1)y+y^2=y^2-2(M-1)y+(M-1)^2,$$

which is $(y-M+1)^2$. Setting $y=r(M-1)$ gives the formula in $r$.

For $u>0$, the sign of $\eta$ is that of $a-upk$. It is negative exactly when $u>a/(pk)=(M+1)s$, beyond short circuit.

The sign of $y+1$ is easily overlooked. The identity needs only $y+1\neq0$, but for $y+1<0$ the loss is never positive and the upper bound fails. With $g>0$, the net heat flux then runs against the temperature drop.

## The Lean file

```lean
import Mathlib

noncomputable section

namespace ThermoelectricCompatibility

/-- A thermoelectric material at a given temperature: Seebeck coefficient `a`, electrical
resistivity `p`, thermal conductivity `k` and absolute temperature `T`, all positive. -/
structure Material where
  a : ℝ
  p : ℝ
  k : ℝ
  T : ℝ
  a_pos : 0 < a
  p_pos : 0 < p
  k_pos : 0 < k
  T_pos : 0 < T

/-- The root `M = √(1 + zT)`, with figure of merit `zT = a² T / (p k)`. -/
def Material.M (c : Material) : ℝ := Real.sqrt (1 + c.a ^ 2 * c.T / (c.p * c.k))

/-- The reduced efficiency at reduced current `u`, physically meaningful for `u a + 1/T ≠ 0` (Lean's
division gives the value 0 otherwise). -/
def Material.eff (c : Material) (u : ℝ) : ℝ :=
  (u * c.a - u ^ 2 * c.p * c.k) / (u * c.a + 1 / c.T)

/-- The ideal reduced efficiency `(M - 1) / (M + 1)`. -/
def Material.ideal (c : Material) : ℝ := (c.M - 1) / (c.M + 1)

/-- The compatibility factor `s = (M - 1) / (a T)`. -/
def Material.compat (c : Material) : ℝ := (c.M - 1) / (c.a * c.T)

/-- Electrical power density at current density `J` and temperature drop `g` per length:
current times the Seebeck field reduced by the ohmic field. -/
def Material.power (c : Material) (J g : ℝ) : ℝ := J * (c.a * g - c.p * J)

/-- Carnot power density: the Carnot factor `g / T` per length times the heat flux, which is
the sum of Peltier heat and conducted heat. -/
def Material.carnotPower (c : Material) (J g : ℝ) : ℝ :=
  g / c.T * (c.a * c.T * J + c.k * g)

/-- The root `M` satisfies `(M² - 1) p k = a² T`. -/
theorem Material.M_relation (c : Material) :
    (c.M ^ 2 - 1) * (c.p * c.k) = c.a ^ 2 * c.T := by
  have ha := c.a_pos
  have hp := c.p_pos
  have hk := c.k_pos
  have hT := c.T_pos
  have hsq : c.M ^ 2 = 1 + c.a ^ 2 * c.T / (c.p * c.k) := by
    unfold Material.M
    exact Real.sq_sqrt (by positivity)
  rw [hsq, add_sub_cancel_left]
  exact div_mul_cancel₀ _ (mul_pos hp hk).ne'

/-- The root `M` exceeds one. -/
theorem Material.one_lt_M (c : Material) : 1 < c.M := by
  have ha := c.a_pos
  have hp := c.p_pos
  have hk := c.k_pos
  have hT := c.T_pos
  have hz : 0 < c.a ^ 2 * c.T / (c.p * c.k) := by positivity
  unfold Material.M
  rw [Real.lt_sqrt zero_le_one]
  linarith

/-- The reduced efficiency times its denominator is its numerator. -/
lemma Material.eff_mul (c : Material) {u : ℝ} (hu : u * c.a * c.T + 1 ≠ 0) :
    c.eff u * (u * c.a + 1 / c.T) = u * c.a - u ^ 2 * c.p * c.k := by
  have hT : 1 / c.T * c.T = 1 := div_mul_cancel₀ _ c.T_pos.ne'
  have hd : u * c.a + 1 / c.T ≠ 0 := by
    intro h
    apply hu
    linear_combination c.T * h - hT
  unfold Material.eff
  exact div_mul_cancel₀ _ hd

/-- At current density `J = u k g` the electrical power density is the reduced efficiency
times the Carnot power density. -/
theorem Material.power_balance (c : Material) {u : ℝ} (g : ℝ)
    (hu : u * c.a * c.T + 1 ≠ 0) :
    c.power (u * c.k * g) g = c.eff u * c.carnotPower (u * c.k * g) g := by
  have hT : 1 / c.T * c.T = 1 := div_mul_cancel₀ _ c.T_pos.ne'
  have h0 := c.eff_mul hu
  unfold Material.power Material.carnotPower
  linear_combination (-(c.k * g ^ 2)) * h0 - c.eff u * c.k * g ^ 2 * u * c.a * hT

/-- Compatibility mismatch: the exact gap between the ideal reduced efficiency and the
reduced efficiency at reduced current `u`. -/
theorem Material.mismatch_loss (c : Material) {u : ℝ} (hu : u * c.a * c.T + 1 ≠ 0) :
    c.ideal - c.eff u =
      (u * c.a * c.T - c.M + 1) ^ 2 / ((c.M ^ 2 - 1) * (u * c.a * c.T + 1)) := by
  have hM := c.one_lt_M
  have hM2 : c.M ^ 2 - 1 ≠ 0 := by nlinarith
  have hT : 1 / c.T * c.T = 1 := div_mul_cancel₀ _ c.T_pos.ne'
  have hI : c.ideal * (c.M + 1) = c.M - 1 := by
    unfold Material.ideal
    exact div_mul_cancel₀ _ (by linarith)
  -- clear the temperature from the denominator of the efficiency
  have h1 : c.eff u * (u * c.a * c.T + 1) = u * c.a * c.T - u ^ 2 * c.p * c.k * c.T := by
    linear_combination c.T * c.eff_mul hu - c.eff u * hT
  -- eliminate `p k` in favour of `M`
  have hE : (c.M ^ 2 - 1) * (c.eff u * (u * c.a * c.T + 1)) =
      (c.M ^ 2 - 1) * (u * c.a * c.T) - (u * c.a * c.T) ^ 2 := by
    linear_combination (c.M ^ 2 - 1) * h1 - u ^ 2 * c.T * c.M_relation
  rw [eq_div_iff (mul_ne_zero hM2 hu)]
  linear_combination (c.M - 1) * (u * c.a * c.T + 1) * hI - hE

/-- For `u a T + 1 > 0` the reduced efficiency is at most the ideal one, with equality exactly
when the reduced current equals the compatibility factor. -/
theorem Material.eff_le_ideal (c : Material) {u : ℝ} (hu : 0 < u * c.a * c.T + 1) :
    c.eff u ≤ c.ideal ∧ (c.eff u = c.ideal ↔ u = c.compat) := by
  have hM := c.one_lt_M
  have hD : 0 < (c.M ^ 2 - 1) * (u * c.a * c.T + 1) := mul_pos (by nlinarith) hu
  have haT : c.a * c.T ≠ 0 := (mul_pos c.a_pos c.T_pos).ne'
  have h := c.mismatch_loss hu.ne'
  have hs : u = c.compat ↔ u * c.a * c.T - c.M + 1 = 0 := by
    unfold Material.compat
    rw [eq_div_iff haT]
    constructor <;> intro h' <;> linarith
  refine ⟨?_, ?_⟩
  · have h0 := div_nonneg (sq_nonneg (u * c.a * c.T - c.M + 1)) hD.le
    linarith
  · rw [hs]
    constructor
    · intro he
      rw [he, sub_self] at h
      rcases div_eq_zero_iff.mp h.symm with h0 | h0
      · exact (pow_eq_zero_iff two_ne_zero).mp h0
      · exact absurd h0 hD.ne'
    · intro hz
      rw [hz, zero_pow two_ne_zero, zero_div] at h
      linarith

/-- The reduced efficiency at `r` times the compatibility factor, as a fraction of the
ideal one. -/
theorem Material.eff_detuned (c : Material) {r : ℝ} (hr : r * (c.M - 1) + 1 ≠ 0) :
    c.eff (r * c.compat) = c.ideal * (1 - (r - 1) ^ 2 / (r * (c.M - 1) + 1)) := by
  have hM := c.one_lt_M
  have hM1 : c.M + 1 ≠ 0 := by linarith
  have hM2 : c.M ^ 2 - 1 ≠ 0 := by nlinarith
  have hs : c.compat * (c.a * c.T) = c.M - 1 := by
    unfold Material.compat
    exact div_mul_cancel₀ _ (mul_pos c.a_pos c.T_pos).ne'
  have hy : r * c.compat * c.a * c.T = r * (c.M - 1) := by linear_combination r * hs
  have h := c.mismatch_loss (u := r * c.compat) (by rw [hy]; exact hr)
  rw [hy] at h
  have hX : (r * (c.M - 1) - c.M + 1) ^ 2 / ((c.M ^ 2 - 1) * (r * (c.M - 1) + 1)) =
      c.ideal * ((r - 1) ^ 2 / (r * (c.M - 1) + 1)) := by
    unfold Material.ideal
    rw [div_mul_div_comm, div_eq_div_iff (mul_ne_zero hM2 hr) (mul_ne_zero hM1 hr)]
    ring
  linear_combination -h - hX

/-- At positive reduced current the reduced efficiency is negative exactly when the current
exceeds `M + 1` times the compatibility factor. -/
theorem Material.eff_neg_iff (c : Material) {u : ℝ} (hu : 0 < u) :
    c.eff u < 0 ↔ (c.M + 1) * c.compat < u := by
  have ha := c.a_pos
  have hT := c.T_pos
  have hpk : 0 < c.p * c.k := mul_pos c.p_pos c.k_pos
  have hd : 0 < u * c.a + 1 / c.T := by positivity
  -- the threshold is the short-circuit value `a / (p k)`
  have hs : (c.M + 1) * c.compat = c.a / (c.p * c.k) := by
    unfold Material.compat
    rw [← mul_div_assoc, div_eq_div_iff (mul_pos ha hT).ne' hpk.ne']
    linear_combination c.M_relation
  rw [hs, div_lt_iff₀ hpk]
  unfold Material.eff
  rw [div_lt_iff₀ hd, zero_mul]
  constructor
  · intro h
    by_contra hn
    have h' := mul_le_mul_of_nonneg_left (not_lt.mp hn) hu.le
    nlinarith
  · intro h
    have h' := mul_lt_mul_of_pos_left h hu
    nlinarith

/-- Two materials can both reach their ideal reduced efficiency at one common positive reduced
current if and only if their compatibility factors agree. -/
theorem common_current_iff (c d : Material) :
    (∃ u, 0 < u ∧ c.eff u = c.ideal ∧ d.eff u = d.ideal) ↔ c.compat = d.compat := by
  have hpos : ∀ (m : Material) (u : ℝ), 0 < u → 0 < u * m.a * m.T + 1 := by
    intro m u hu
    have h := mul_pos (mul_pos hu m.a_pos) m.T_pos
    linarith
  constructor
  · rintro ⟨u, hu, hc, hd⟩
    have h1 := (c.eff_le_ideal (hpos c u hu)).2.mp hc
    have h2 := (d.eff_le_ideal (hpos d u hu)).2.mp hd
    exact h1.symm.trans h2
  · intro h
    have hs : 0 < c.compat :=
      div_pos (sub_pos.mpr c.one_lt_M) (mul_pos c.a_pos c.T_pos)
    exact ⟨c.compat, hs, (c.eff_le_ideal (hpos c _ hs)).2.mpr rfl,
      (d.eff_le_ideal (hpos d _ hs)).2.mpr h⟩

end ThermoelectricCompatibility
```

```lean
#print axioms ThermoelectricCompatibility.Material.mismatch_loss
#print axioms ThermoelectricCompatibility.Material.eff_detuned
#print axioms ThermoelectricCompatibility.Material.eff_neg_iff
#print axioms ThermoelectricCompatibility.common_current_iff
```

```
'ThermoelectricCompatibility.Material.mismatch_loss' depends on axioms: [propext, Classical.choice, Quot.sound]
'ThermoelectricCompatibility.Material.eff_detuned' depends on axioms: [propext, Classical.choice, Quot.sound]
'ThermoelectricCompatibility.Material.eff_neg_iff' depends on axioms: [propext, Classical.choice, Quot.sound]
'ThermoelectricCompatibility.common_current_iff' depends on axioms: [propext, Classical.choice, Quot.sound]
```

## Scope of the theorems and how they are proved

A `Material` is one material state: four real numbers with proofs of positivity, in consistent units. `eff`, `ideal` and `compat` are $\eta$, $(M-1)/(M+1)$ and $s$. The transport laws enter as the definitions `power` and `carnotPower`, and `power_balance` ties `eff` to them for every real `g`, provided $y+1\neq0$.

`M_relation` squares the root, and `one_lt_M` makes $M^2-1$ positive. In `mismatch_loss`, `h1` clears the temperature from the denominator, `hE` eliminates $pk$, and the last `linear_combination` completes the square. `eff_le_ideal` assumes $y+1>0$ and reads off the bound and its equality case. `eff_detuned` substitutes $u=rs$, and `eff_neg_iff` compares $u$ with the short-circuit value.

`common_current_iff` says that two materials can both be ideal at one common positive reduced current exactly when their compatibility factors agree. The forward direction applies the equality case twice; the converse uses the shared factor, which is positive, as the current.

Everything here is local. The theorems do not integrate along a leg or treat contact losses, and a negative Seebeck coefficient, as in an n-type leg, is excluded, although reversing the signs of both $a$ and $u$ leaves $\eta$ unchanged. The common reduced current is a condition, not a consequence of series connection: at an ideal junction of equal cross-sections with nonzero current, continuity of heat flux fixes $aT+1/u$, so $u$ itself jumps when $a$ does. A segmented-leg code should impose that junction condition before evaluating the loss on each side.
